# Unitary mixing of occupied orbitals preserves the total Coulomb and exchange sums, but not always the self-repulsion sum

After a closed-shell Hartree-Fock calculation in a finite basis, the occupied orbitals can be localized by a unitary mixing without recomputing the energy, because the one-electron sum, the sum of all Coulomb integrals and the sum of all exchange integrals are each unchanged. The sum of the orbital self-repulsions alone can change, as two orbitals on two points already show.

In Lean 4 with Mathlib:

```lean
import Mathlib

open Matrix

namespace OrbitalRotationInvariance

noncomputable section

variable {R n o : Type*} [CommRing R] [StarRing R] [Fintype n] [Fintype o]

/-- The two-electron integral `(ij|kl)` over the orbitals in the columns of `C`, obtained from
the basis integrals `g p q r s = (pq|rs)`. -/
def orbitalIntegral (g : n → n → n → n → R) (C : Matrix n o R) (i j k l : o) : R :=
  ∑ p, ∑ q, ∑ r, ∑ s, star (C p i) * C q j * star (C r k) * C s l * g p q r s

/-- The Coulomb integral `J_ij = (ii|jj)`. -/
def coulomb (g : n → n → n → n → R) (C : Matrix n o R) (i j : o) : R :=
  orbitalIntegral g C i i j j

/-- The exchange integral `K_ij = (ij|ji)`. -/
def exchange (g : n → n → n → n → R) (C : Matrix n o R) (i j : o) : R :=
  orbitalIntegral g C i j j i

/-- The density matrix `C Cᴴ` of the occupied orbitals. -/
def density (C : Matrix n o R) : Matrix n n R := C * Cᴴ

/-- The sum of the orbital self-repulsions `J_ii`. -/
def selfRepulsion (g : n → n → n → n → R) (C : Matrix n o R) : R :=
  ∑ i, coulomb g C i i

/-- The closed-shell Hartree-Fock energy `2 ∑ h_ii + ∑ (2 J_ij - K_ij)`, with sums over the doubly
occupied orbitals. It is the electronic energy when these orbitals are orthonormal. -/
def closedShellEnergy (h : Matrix n n R) (g : n → n → n → n → R) (C : Matrix n o R) : R :=
  2 * ∑ i, (Cᴴ * h * C) i i + (2 * ∑ i, ∑ j, coulomb g C i j - ∑ i, ∑ j, exchange g C i j)

omit [StarRing R] in
/-- A sum over one orbital index can be carried out inside the four sums over basis functions. -/
theorem sum_orbital_inside (f : o → n → n → n → n → R) :
    ∑ i, ∑ p, ∑ q, ∑ r, ∑ s, f i p q r s = ∑ p, ∑ q, ∑ r, ∑ s, ∑ i, f i p q r s := by
  rw [Finset.sum_comm]
  refine Finset.sum_congr rfl fun p _ => ?_
  rw [Finset.sum_comm]
  refine Finset.sum_congr rfl fun q _ => ?_
  rw [Finset.sum_comm]
  refine Finset.sum_congr rfl fun r _ => ?_
  rw [Finset.sum_comm]

omit [Fintype n] in
/-- Mixing the occupied orbitals by a matrix `U` with `U Uᴴ = 1` leaves the density matrix
unchanged. -/
theorem density_rotation [DecidableEq o] (C : Matrix n o R) (U : Matrix o o R)
    (hU : U * Uᴴ = 1) : density (C * U) = density C := by
  unfold density
  rw [Matrix.conjTranspose_mul, Matrix.mul_assoc, ← Matrix.mul_assoc U, hU, Matrix.one_mul]

/-- The sum of all Coulomb integrals is the repulsion of the density matrix with itself. -/
theorem sum_coulomb (g : n → n → n → n → R) (C : Matrix n o R) :
    ∑ i, ∑ j, coulomb g C i j =
      ∑ p, ∑ q, ∑ r, ∑ s, density C q p * density C s r * g p q r s := by
  simp only [coulomb, orbitalIntegral]
  -- bring both orbital sums next to the coefficients
  simp_rw [sum_orbital_inside]
  refine Finset.sum_congr rfl fun p _ => Finset.sum_congr rfl fun q _ =>
    Finset.sum_congr rfl fun r _ => Finset.sum_congr rfl fun s _ => ?_
  simp only [density, Matrix.mul_apply, Matrix.conjTranspose_apply]
  rw [Finset.sum_mul_sum, Finset.sum_mul]
  refine Finset.sum_congr rfl fun i _ => ?_
  rw [Finset.sum_mul]
  refine Finset.sum_congr rfl fun j _ => ?_
  ring

/-- The sum of all exchange integrals is the contraction of the basis integrals with two density
matrices whose indices are crossed between the two electrons. -/
theorem sum_exchange (g : n → n → n → n → R) (C : Matrix n o R) :
    ∑ i, ∑ j, exchange g C i j =
      ∑ p, ∑ q, ∑ r, ∑ s, density C s p * density C q r * g p q r s := by
  simp only [exchange, orbitalIntegral]
  -- bring both orbital sums next to the coefficients
  simp_rw [sum_orbital_inside]
  refine Finset.sum_congr rfl fun p _ => Finset.sum_congr rfl fun q _ =>
    Finset.sum_congr rfl fun r _ => Finset.sum_congr rfl fun s _ => ?_
  simp only [density, Matrix.mul_apply, Matrix.conjTranspose_apply]
  rw [Finset.sum_mul_sum, Finset.sum_mul]
  refine Finset.sum_congr rfl fun i _ => ?_
  rw [Finset.sum_mul]
  refine Finset.sum_congr rfl fun j _ => ?_
  ring

/-- Mixing the occupied orbitals by a matrix `U` with `U Uᴴ = 1` leaves the total Coulomb sum and
the total exchange sum separately unchanged. -/
theorem coulomb_exchange_invariant [DecidableEq o] (g : n → n → n → n → R)
    (C : Matrix n o R) (U : Matrix o o R) (hU : U * Uᴴ = 1) :
    ∑ i, ∑ j, coulomb g (C * U) i j = ∑ i, ∑ j, coulomb g C i j ∧
      ∑ i, ∑ j, exchange g (C * U) i j = ∑ i, ∑ j, exchange g C i j := by
  constructor
  · rw [sum_coulomb, sum_coulomb, density_rotation C U hU]
  · rw [sum_exchange, sum_exchange, density_rotation C U hU]

/-- The closed-shell Hartree-Fock energy is unchanged when the occupied orbitals are mixed by a
matrix `U` with `U Uᴴ = 1`. -/
theorem closedShellEnergy_invariant [DecidableEq o] (h : Matrix n n R)
    (g : n → n → n → n → R) (C : Matrix n o R) (U : Matrix o o R) (hU : U * Uᴴ = 1) :
    closedShellEnergy h g (C * U) = closedShellEnergy h g C := by
  -- the one-electron part depends on the density matrix only
  have core : ∀ D : Matrix n o R, ∑ i, (Dᴴ * h * D) i i = (h * density D).trace := by
    intro D
    change (Dᴴ * h * D).trace = (h * (D * Dᴴ)).trace
    rw [Matrix.mul_assoc, Matrix.trace_mul_comm, Matrix.mul_assoc]
  obtain ⟨hJ, hK⟩ := coulomb_exchange_invariant g C U hU
  unfold closedShellEnergy
  rw [core, core, density_rotation C U hU, hJ, hK]

/-- Contact integrals on two points: `1` if all four indices agree and `0` otherwise. -/
def contact (p q r s : Fin 2) : ℝ := if p = q ∧ q = r ∧ r = s then 1 else 0

/-- The rotation of two real orbitals by the angle `θ`. -/
def rotation (θ : ℝ) : Matrix (Fin 2) (Fin 2) ℝ :=
  !![Real.cos θ, -Real.sin θ; Real.sin θ, Real.cos θ]

/-- The rotation by any angle `θ` satisfies `U Uᴴ = 1`. -/
theorem rotation_mul_conjTranspose (θ : ℝ) : rotation θ * (rotation θ)ᴴ = 1 := by
  have h := Real.sin_sq_add_cos_sq θ
  ext i j
  fin_cases i <;> fin_cases j <;>
    simp [rotation, Matrix.mul_apply, Fin.sum_univ_two] <;> nlinarith [h]

/-- For contact integrals on two points, rotating the unit vectors by `θ` gives the
self-repulsion sum `2 - sin² 2θ`. -/
theorem selfRepulsion_rotation (θ : ℝ) :
    selfRepulsion contact ((1 : Matrix (Fin 2) (Fin 2) ℝ) * rotation θ) =
      2 - Real.sin (2 * θ) ^ 2 := by
  have h := Real.sin_sq_add_cos_sq θ
  rw [Matrix.one_mul, Real.sin_two_mul]
  simp [selfRepulsion, coulomb, orbitalIntegral, contact, rotation, Fin.sum_univ_two]
  linear_combination 2 * (Real.sin θ ^ 2 + Real.cos θ ^ 2 + 1) * h

/-- The self-repulsion sum is not invariant: for contact integrals on two points it is `2` for
the unit vectors and `1` after their rotation by 45 degrees. -/
theorem selfRepulsion_not_invariant :
    selfRepulsion contact (1 : Matrix (Fin 2) (Fin 2) ℝ) = 2 ∧
      selfRepulsion contact ((1 : Matrix (Fin 2) (Fin 2) ℝ) * rotation (Real.pi / 4)) = 1 := by
  constructor
  · norm_num [selfRepulsion, coulomb, orbitalIntegral, contact, Fin.sum_univ_two,
      Matrix.one_apply]
  · have h : 2 * (Real.pi / 4) = Real.pi / 2 := by ring
    rw [selfRepulsion_rotation, h, Real.sin_pi_div_two]
    norm_num

end

end OrbitalRotationInvariance
```

```lean
#print axioms OrbitalRotationInvariance.coulomb_exchange_invariant
-- 'OrbitalRotationInvariance.coulomb_exchange_invariant' depends on axioms: [propext, Classical.choice, Quot.sound]
#print axioms OrbitalRotationInvariance.closedShellEnergy_invariant
-- 'OrbitalRotationInvariance.closedShellEnergy_invariant' depends on axioms: [propext, Classical.choice, Quot.sound]
#print axioms OrbitalRotationInvariance.rotation_mul_conjTranspose
-- 'OrbitalRotationInvariance.rotation_mul_conjTranspose' depends on axioms: [propext, Classical.choice, Quot.sound]
#print axioms OrbitalRotationInvariance.selfRepulsion_not_invariant
-- 'OrbitalRotationInvariance.selfRepulsion_not_invariant' depends on axioms: [propext, Classical.choice, Quot.sound]
```

## Orbitals, integrals and the mixing matrix

The basis functions are labelled by a finite type `n`, the occupied orbitals by a finite type `o`. Column $i$ of the matrix $C$ holds the coefficients $C_{pi}$ of orbital $i$. The scalars form a commutative ring `R` with a conjugation `star`. For real numbers `star` does nothing, and for complex numbers it is complex conjugation, so real orthogonal and complex unitary mixing are treated together.

The two-electron integrals over the basis functions are given as an array `g`, with `g p q r s` standing for $(pq|rs)$ in charge-cloud order: $p$ and $q$ belong to the first electron, $r$ and $s$ to the second. The function `orbitalIntegral` transforms them to the orbitals,

$$(ij|kl)=\sum_{pqrs} C_{pi}^*\,C_{qj}\,C_{rk}^*\,C_{sl}\,(pq|rs),$$

with the star on the first and third orbital. From this come the Coulomb integral $J_{ij}=(ii|jj)$, called `coulomb`, and the exchange integral $K_{ij}=(ij|ji)$, called `exchange`.

The array `g` is otherwise arbitrary. Real integrals over real basis functions have an eightfold permutation symmetry, but the invariance does not use it. Nor does it use the form of the electron repulsion from which the integrals were computed.

Mixing the occupied orbitals replaces $C$ by $CU$, where $U$ is a square matrix over the occupied labels. The new orbital $i$ has coefficients $\sum_k C_{pk}U_{ki}$. The only hypothesis is `hU : U * Uᴴ = 1`, where `ᴴ` is the conjugate transpose, written $\dagger$ below. It says that $U$ is unitary, or orthogonal in the real case. Invertibility alone would not be enough: for real orbitals, $U=2\cdot 1$ multiplies both double sums by 16, which changes them unless they vanish.

No condition is placed on $C$. The orbitals need not be orthonormal, the basis functions may overlap, and $C$ need not solve the Hartree-Fock equations. The energy formula below is the energy of a closed-shell determinant when the orbitals are orthonormal; without that, the theorem is a statement about the expression alone.

## What stays fixed

The theorem `coulomb_exchange_invariant` states two equalities, joined by `∧`. For every `g`, every $C$ and every $U$ with $UU^\dagger=1$, the sum $\sum_{ij}J_{ij}$ is the same for $CU$ as for $C$, and so is $\sum_{ij}K_{ij}$. Each sum is preserved by itself, which is stronger than the invariance of one particular combination of the two.

The theorem `closedShellEnergy_invariant` draws the consequence for the energy

$$E=2\sum_i h_{ii}+\sum_{ij}\left(2J_{ij}-K_{ij}\right),\qquad h_{ii}=(C^\dagger hC)_{ii},$$

where $h$ is the matrix of the one-electron Hamiltonian in the basis, and every orbital in $C$ is doubly occupied. This is the electronic energy; the repulsion between fixed nuclei would add a constant. The matrix $h$ is arbitrary here and need not be Hermitian.

Both theorems concern mixing among equally occupied orbitals. They say nothing about mixing occupied orbitals with virtual ones, which in general changes the density matrix, or about fractional occupations.

## The density matrix carries both double sums

Let $P=CC^\dagger$, which the file calls `density`. Its elements are

$$P_{qp}=\sum_i C_{qi}\,C_{pi}^*.$$

There is no factor of 2 for spin in this convention; the spin factors appear in the energy formula instead. Under the mixing,

$$(CU)(CU)^\dagger = C\,UU^\dagger\,C^\dagger = CC^\dagger .$$

This is `density_rotation`. Its proof expands the conjugate transpose of the product, moves the brackets so that $U$ and $U^\dagger$ stand together, and replaces their product by 1.

It remains to see that the two double sums depend on $C$ only through $P$. For the Coulomb sum, insert the definition and collect the factors that carry the same orbital index:

$$\sum_{ij}J_{ij}=\sum_{pqrs}\Big(\sum_i C_{qi}C_{pi}^*\Big)\Big(\sum_j C_{sj}C_{rj}^*\Big)(pq|rs)
=\sum_{pqrs}P_{qp}P_{sr}\,(pq|rs).$$

Each density matrix belongs to one electron, so for Coulomb integrals this is the double integral for the repulsion of a charge distribution with itself, where the distribution counts each orbital once rather than twice. For exchange, the orbital order is $i,j,j,i$, and the factors pair up differently:

$$\sum_{ij}K_{ij}=\sum_{pqrs}\Big(\sum_i C_{si}C_{pi}^*\Big)\Big(\sum_j C_{qj}C_{rj}^*\Big)(pq|rs)
=\sum_{pqrs}P_{sp}P_{qr}\,(pq|rs).$$

Now each density matrix connects an index of the first electron with an index of the second. In both cases the right-hand side contains only $P$ and the basis integrals, and since $P$ is unchanged, so is the sum.

The two formulas are `sum_coulomb` and `sum_exchange`, and their proofs have the same course. The helper `sum_orbital_inside` moves one orbital sum past the four basis sums by exchanging the order of summation four times. Applied to both orbital sums, it leaves a comparison at fixed $p,q,r,s$. There, `Finset.sum_mul_sum` turns the product of the two density matrix elements into a double sum over $i$ and $j$, and `Finset.sum_mul` brings the basis integral inside. The summands then differ only in the order of their factors, which `ring` settles.

With these formulas, `coulomb_exchange_invariant` needs little more. In each half, the sum is rewritten through the density matrix on both sides of the equality, and `density_rotation` makes the two sides identical.

## The one-electron term and the energy

The one-electron sum is a trace, and a trace allows cyclic reordering:

$$\sum_i (C^\dagger hC)_{ii}=\operatorname{tr}(C^\dagger hC)=\operatorname{tr}(hCC^\dagger)=\operatorname{tr}(hP).$$

So it too depends on the orbitals only through $P$. In the proof of `closedShellEnergy_invariant`, this identity is the intermediate statement `core`, made for any coefficient matrix so that it can be applied to both $CU$ and $C$. The cyclic step is `Matrix.trace_mul_comm`. The equalities `hJ` and `hK` from the previous theorem then take care of the two-electron part, and all three contributions to the energy agree before and after the mixing.

## Two orbitals on two points

The self-repulsion sum $\sum_i J_{ii}$, called `selfRepulsion`, behaves differently. In it the same orbital index appears on all four coefficients, so there are no two separate orbital sums to turn into two density matrices. That observation alone does not show that the sum changes, but an explicit example does.

Take two points as the basis, with the contact integrals `contact`: $(pq|rs)=1$ if all four indices agree, and 0 otherwise. This is a model in which electrons repel only when they are on the same point, with the strength of that repulsion set to 1. These integrals are real and have the full eightfold symmetry, so that symmetry does not protect the self-repulsion sum.

For real orbitals the transformation reduces to a sum over the points,

$$J_{ii}=\sum_p C_{pi}^4 .$$

Start with $C=1$, whose columns are the two unit vectors, one on each point. Then $J_{00}=J_{11}=1$, with the orbitals numbered from 0 as in the file, and the sum is 2. The matrix `rotation θ` turns these orbitals into the normalized columns

$$\begin{pmatrix}\cos\theta\\ \sin\theta\end{pmatrix},\qquad
\begin{pmatrix}-\sin\theta\\ \cos\theta\end{pmatrix}.$$

Each of them has self-repulsion $\cos^4\theta+\sin^4\theta$. Using $\cos^2\theta+\sin^2\theta=1$,

$$\sum_i J_{ii}=2\left(\cos^4\theta+\sin^4\theta\right)
=2\left(1-2\sin^2\theta\cos^2\theta\right)=2-\sin^2 2\theta .$$

At 45 degrees, $\sin 2\theta=1$ and the sum is 1. Each orbital is then spread equally over both points and has self-repulsion $\tfrac12$ instead of 1.

The theorem `rotation_mul_conjTranspose` confirms that the rotation meets the hypothesis of the invariance theorems for every angle, by checking the four matrix entries. The formula in $\theta$ is `selfRepulsion_rotation`. There, `simp` writes out the finite sums, and `linear_combination` supplies the algebra: with $x=\sin^2\theta+\cos^2\theta$, the two sides differ by $2(x^2-1)=2(x+1)(x-1)$, which vanishes because $x=1$. Finally, `selfRepulsion_not_invariant` records the two values 2 and 1. The first is evaluated directly from the definitions, the second from the formula at $\theta=\pi/4$.

The same example shows where the missing self-repulsion goes, by a short calculation that the file leaves out. The Coulomb integrals between different orbitals are

$$J_{01}=J_{10}=2\sin^2\theta\cos^2\theta=\tfrac12\sin^2 2\theta .$$

Together they contribute $\sin^2 2\theta$, exactly what the diagonal terms lose, and the total Coulomb sum stays at 2. For these real orbitals and contact integrals $K_{ij}=J_{ij}$, so the exchange sum is 2 at every angle as well.

The example needs two occupied orbitals. With only one, the self-repulsion sum is the entire Coulomb sum, and the invariance theorem applies to it.

For closed-shell Hartree-Fock theory in a finite basis, this difference makes one kind of orbital localization possible: a procedure can search among unitary mixings for orbitals with a large self-repulsion sum while the total energy stays the same. A quantity built from individual $J_{ii}$, by contrast, may depend on which set of occupied orbitals was chosen, and a reported value should say which set that was.
